# Raising generators of gl(n): nested commutators, Serre relations and annihilated vectors

The generators are elements E_pq of an arbitrary ring R, with orbital labels p, q running from 0 to n − 1 (`Fin n`), about which only the commutation relations are assumed. No scalars, adjoint or inner product enter.

```lean
import Mathlib

open Matrix

namespace GLnRaising

variable {R : Type*} [Ring R] {n : ℕ}
```

The commutator is [x, y] = xy − yx.

```lean
/-- The commutator `[x, y] = x y - y x`. -/
def comm (x y : R) : R := x * y - y * x
```

With δ the Kronecker delta, the hypothesis `IsGL` reads

[E_pq, E_rs] = δ_qr E_ps − δ_ps E_rq

and each δ becomes an `if`. The spin-summed excitation operators E_pq = Σ_σ a†_pσ a_qσ (a†, a creation and annihilation operators, σ the spin) of a finite orthonormal orbital basis obey these relations, but Fock space is not constructed: the relations are assumed.

```lean
/-- The gl(n) commutation relations `[E_pq, E_rs] = δ_qr E_ps - δ_ps E_rq`. -/
def IsGL (E : Fin n → Fin n → R) : Prop :=
  ∀ p q r s, comm (E p q) (E r s) =
    (if q = r then E p s else 0) - (if p = s then E r q else 0)
```

Generators with p < q are called raising, in the sense of weights: for electrons, E_pq then moves an electron from orbital q to the lower label p. The elementary ones are e_i = E_(i,i+1), defined for i + 1 < n.

```lean
/-- The elementary raising generator `e_i = E_(i,i+1)`. -/
def elem (E : Fin n → Fin n → R) (i : ℕ) (h : i + 1 < n) : R :=
  E ⟨i, by omega⟩ ⟨i + 1, h⟩
```

The left-nested commutator N(p,k), `nested E p k`, has k brackets and k + 1 generators:

N(p,0) = e_p,  N(p,k+1) = [N(p,k), e_(p+k+1)]

The argument `p + k + 1 < n` keeps every label in range.

```lean
/-- The nested commutator `[...[[e_p, e_(p+1)], e_(p+2)], ..., e_(p+k)]` of `k + 1`
consecutive elementary raising generators. -/
def nested (E : Fin n → Fin n → R) (p : ℕ) : (k : ℕ) → p + k + 1 < n → R
  | 0, h => elem E p (by omega)
  | k + 1, h => comm (nested E p k (by omega)) (elem E (p + k + 1) (by omega))
```

## Two special cases

Putting r → q, s → r, the first delta is 1 and the second is δ_pr. For p ≠ r,

[E_pq, E_qr] = E_pr

Without p ≠ r this fails: for 2 × 2 matrix units [E_01, E_10] = diag(1, −1), which differs from E_00.

```lean
/-- Chained generators compose: `[E_pq, E_qr] = E_pr` when `p ≠ r`. -/
theorem comm_chain {E : Fin n → Fin n → R} (hE : IsGL E) (p q r : Fin n) (h : p ≠ r) :
    comm (E p q) (E q r) = E p r := by
  rw [hE p q q r, if_pos rfl, if_neg h, sub_zero]
```

For q ≠ r and p ≠ s both deltas vanish and [E_pq, E_rs] = 0.

```lean
/-- `E_pq` and `E_rs` commute when `q ≠ r` and `p ≠ s`. -/
theorem comm_zero {E : Fin n → Fin n → R} (hE : IsGL E) (p q r s : Fin n)
    (h1 : q ≠ r) (h2 : p ≠ s) : comm (E p q) (E r s) = 0 := by
  rw [hE p q r s, if_neg h1, if_neg h2, sub_zero]
```

## Nested commutators

The claim N(p,k) = E_(p,p+k+1) holds at k = 0 by definition. The inductive step uses the chain rule with p ≠ p + k + 2:

N(p,k+1) = [E_(p,p+k+1), E_(p+k+1,p+k+2)] = E_(p,p+k+2)

In the code `step` unfolds the recursion, `ih h'` rewrites the inner bracket, and `comm_chain` closes the goal.

```lean
/-- The nested commutator of `e_p, ..., e_(p+k)` equals `E_(p,p+k+1)`. -/
theorem nested_eq {E : Fin n → Fin n → R} (hE : IsGL E) (p k : ℕ) (h : p + k + 1 < n) :
    nested E p k h = E ⟨p, by omega⟩ ⟨p + k + 1, h⟩ := by
  induction k with
  | zero => rfl
  | succ k ih =>
    have h' : p + k + 1 < n := by omega
    have step : nested E p (k + 1) h
        = comm (nested E p k h') (elem E (p + k + 1) (by omega)) := rfl
    -- one more link: [E_(p,p+k+1), E_(p+k+1,p+k+2)] = E_(p,p+k+2)
    rw [step, ih h']
    exact comm_chain hE ⟨p, by omega⟩ ⟨p + k + 1, h'⟩ ⟨p + (k + 1) + 1, h⟩
      (Fin.ne_of_val_ne (by show p ≠ p + (k + 1) + 1; omega))
```

The proof turns on how `Fin n` works: an element is a pair of a number and a proof of its bound, and Lean treats any two proofs of one bound as equal by definition. Labels with the same value therefore match whichever `omega` call bounded them.

For p < q set k = q − p − 1, so p + k + 1 = q and

E_pq = [...[[e_p, e_(p+1)], e_(p+2)], ..., e_(q−1)]

Subtraction of naturals truncates at zero, so `hq` needs p < q; `Fin.ext` turns the equality of values into one of labels.

```lean
/-- Every raising generator `E_pq` with `p < q` is the nested commutator of
`E_(p,p+1), ..., E_(q-1,q)`. -/
theorem raising_eq_nested {E : Fin n → Fin n → R} (hE : IsGL E) (p q : Fin n) (hpq : p < q) :
    E p q = nested E p.val (q.val - p.val - 1)
      (by have := q.isLt; have : p.val < q.val := hpq; omega) := by
  have hlt : p.val < q.val := hpq
  rw [nested_eq hE]
  have hq : p.val + (q.val - p.val - 1) + 1 = q.val := by omega
  exact congrArg (E p) (Fin.ext hq.symm)
```

On a configuration space that every E_pq maps into itself, such as the full configuration-interaction space over a finite orbital basis (a truncated space in general lacks this property, and products of the projected matrices then miss intermediate configurations), this allows, for example, the matrix of E_02 to be formed as E_01 E_12 − E_12 E_01. Shortening this to E_01 E_12 is a mistake: that product rule holds for matrix units, whereas for the electron operators E_12 E_01 is generally nonzero.

## Serre relations

For distinct p, q, r the inner bracket is E_pr, and

[E_pq, [E_pq, E_qr]] = [E_pq, E_pr] = 0   (q ≠ p, p ≠ r)

[E_qr, [E_qr, E_pq]] = −[E_qr, E_pr] = 0   (r ≠ p, q ≠ r)

The sign from reversing the inner bracket is `h2`; the zeros come from `comm_zero`.

```lean
/-- For distinct `p, q, r` the double commutators `[E_pq, [E_pq, E_qr]]` and
`[E_qr, [E_qr, E_pq]]` vanish. -/
theorem serre {E : Fin n → Fin n → R} (hE : IsGL E) (p q r : Fin n)
    (hpq : p ≠ q) (hqr : q ≠ r) (hpr : p ≠ r) :
    comm (E p q) (comm (E p q) (E q r)) = 0 ∧ comm (E q r) (comm (E q r) (E p q)) = 0 := by
  have h1 := comm_chain hE p q r hpr
  constructor
  · rw [h1]
    exact comm_zero hE p q p r hpq.symm hpr
  · -- reversing the inner commutator only changes the sign
    have h2 : comm (E q r) (comm (E q r) (E p q))
        = -comm (E q r) (comm (E p q) (E q r)) := by
      unfold comm
      noncomm_ring
    rw [h2, h1, comm_zero hE q r p r hpr.symm hqr, neg_zero]
```

The labels i, i + 1, i + 2, which need n ≥ 3, give

[e_i, [e_i, e_(i+1)]] = 0,  [e_(i+1), [e_(i+1), e_i]] = 0

These are consequences of `IsGL`, as is the remaining relation [e_i, e_j] = 0 for |i − j| ≥ 2, a case of `comm_zero`. The converse direction, Serre's presentation of the algebra by such relations, is not treated.

```lean
/-- The Serre relations for neighbouring elementary raising generators:
`[e_i, [e_i, e_(i+1)]] = 0` and `[e_(i+1), [e_(i+1), e_i]] = 0`. -/
theorem serre_elementary {E : Fin n → Fin n → R} (hE : IsGL E) (i : ℕ) (h : i + 1 + 1 < n) :
    comm (elem E i (by omega)) (comm (elem E i (by omega)) (elem E (i + 1) h)) = 0 ∧
    comm (elem E (i + 1) h) (comm (elem E (i + 1) h) (elem E i (by omega))) = 0 :=
  serre hE ⟨i, by omega⟩ ⟨i + 1, by omega⟩ ⟨i + 1 + 1, h⟩
    (Fin.ne_of_val_ne (by show i ≠ i + 1; omega))
    (Fin.ne_of_val_ne (by show i + 1 ≠ i + 1 + 1; omega))
    (Fin.ne_of_val_ne (by show i ≠ i + 1 + 1; omega))
```

## Annihilated vectors

Let M be any left R-module, the space of states, with `x • v` the action xv. The theorem reads: e_i v = 0 for all i with i + 1 < n if and only if E_pq v = 0 for all p < q. If xv = 0 and yv = 0, then

[x, y] v = x(yv) − y(xv) = 0

which is `hc`. Induction on k gives N(a,k) v = 0 for every starting label a (`hn`), and `raising_eq_nested` replaces E_pq by such a commutator. The converse is the case q = p + 1. For n ≤ 1 both sides are vacuous, for n = 2 both say E_01 v = 0, and from n = 3 the equivalence has content.

```lean
/-- A vector is annihilated by all elementary raising generators `E_(i,i+1)` if and only if
it is annihilated by all raising generators `E_pq` with `p < q`. -/
theorem raising_kills {M : Type*} [AddCommGroup M] [Module R M]
    {E : Fin n → Fin n → R} (hE : IsGL E) (v : M) :
    (∀ (i : ℕ) (h : i + 1 < n), elem E i h • v = 0) ↔
      ∀ p q : Fin n, p < q → E p q • v = 0 := by
  constructor
  · intro hv p q hpq
    -- a commutator of two operators that kill v kills v
    have hc : ∀ x y : R, x • v = 0 → y • v = 0 → comm x y • v = 0 := by
      intro x y hx hy
      rw [comm, sub_smul, mul_smul, mul_smul, hx, hy, smul_zero, smul_zero, sub_zero]
    -- hence every nested commutator kills v
    have hn : ∀ (a k : ℕ) (h : a + k + 1 < n), nested E a k h • v = 0 := by
      intro a k
      induction k with
      | zero =>
        intro h
        exact hv a h
      | succ k ih =>
        intro h
        exact hc _ _ (ih (by omega)) (hv (a + k + 1) (by omega))
    rw [raising_eq_nested hE p q hpq]
    exact hn _ _ _
  · intro hv i h
    exact hv ⟨i, by omega⟩ ⟨i + 1, h⟩ (by show i < i + 1; omega)
```

In a finite orbital basis, the annihilation condition on a highest-weight state, met for instance by a closed-shell determinant filling the lowest labels, can thus be tested with n − 1 operators instead of n(n − 1)/2 (n ≥ 1). The theorem allows v = 0 and says nothing about v being an eigenvector of the E_pp.

The elements F_pq = −E_qp obey the same relations, so the argument applied to F gives the equivalence for lowering generators: E_(i+1,i) v = 0 for all i exactly when E_qp v = 0 for all p < q. That transfer, the 2 × 2 example and the remarks on electron operators are pen-and-paper additions rather than theorems of the file.

## A nonzero model

The choice E_pq = 0 satisfies `IsGL` trivially, so a better example is supplied: the complex n × n matrix u_pq with entry 1 at row p, column q and 0 elsewhere.

```lean
/-- The complex matrix unit with entry 1 in row `p`, column `q` and 0 elsewhere. -/
def matUnit (p q : Fin n) : Matrix (Fin n) (Fin n) ℂ := Matrix.single p q 1
```

The product rule `hmul`,

u_pq u_rs = δ_qr u_ps

applied in both orders gives [u_pq, u_rs] = δ_qr u_ps − δ_sp u_rq, and the case split on p = s identifies δ_sp with δ_ps. Each u_pq is nonzero because its (p, q) entry is 1.

```lean
/-- The matrix units obey the gl(n) commutation relations, and each of them is nonzero. -/
theorem isGL_witness (n : ℕ) :
    IsGL (matUnit (n := n)) ∧ ∀ p q : Fin n, matUnit p q ≠ 0 := by
  -- product rule of matrix units
  have hmul : ∀ p q r s : Fin n,
      matUnit p q * matUnit r s = if q = r then matUnit p s else 0 := by
    intro p q r s
    by_cases h : q = r
    · subst h
      simp [matUnit]
    · simp [matUnit, h]
  constructor
  · intro p q r s
    rw [comm, hmul, hmul]
    by_cases h : p = s
    · rw [if_pos h, if_pos h.symm]
    · rw [if_neg h, if_neg (Ne.symm h)]
  · intro p q h
    have h1 := congrFun (congrFun h p) q
    simp [matUnit] at h1

end GLnRaising
```

```lean
#print axioms GLnRaising.raising_eq_nested
#print axioms GLnRaising.serre_elementary
#print axioms GLnRaising.raising_kills
```

```
'GLnRaising.raising_eq_nested' depends on axioms: [propext, Quot.sound]
'GLnRaising.serre_elementary' depends on axioms: [propext, Quot.sound]
'GLnRaising.raising_kills' depends on axioms: [propext, Quot.sound]
```
